# A sum of binomial coefficients numbers fixed-composition decorations without gaps

Put two solute atoms on three sites labelled 0, 1, 2. The decorations are {0,1}, {0,2} and {1,2}. For each one, take the lower label choose 1 plus the higher label choose 2:

{0,1}: C(0,1) + C(1,2) = 0 + 0 = 0

{0,2}: C(0,1) + C(2,2) = 0 + 1 = 1

{1,2}: C(1,1) + C(2,2) = 1 + 1 = 2

Here C(a,b) is the binomial coefficient, which is zero when b > a. The three decorations get the numbers 0, 1, 2, with nothing skipped or repeated. The one with site 2 empty comes first, and the two with site 2 occupied follow.

I believe this holds for m atoms on N sites: if the occupied sites are c(0) < c(1) < … < c(m−1), the sum of C(c(i), i+1) over i = 0, …, m−1 takes every integer value from 0 to C(N,m) − 1 exactly once. Can this be derived rigorously, with a proof that a machine has checked?

## Deciding the highest site first

Yes. The claim even covers m > N, where there are no decorations and, since C(N,m) = 0, no integers to fill. Write K(s) for the index of a decoration s, that is, of a finite set of occupied sites. The rank of an occupied site is the number of atoms on sites up to and including it, so c(i) has rank i+1 and K(s) is the sum of C(site, rank) over the occupied sites.

**Adding an atom on top.** Let s hold m atoms, all on sites below n. An atom placed on n has rank m+1, and the ranks of the lower atoms don't change. Hence

K(s ∪ {n}) = K(s) + C(n, m+1).

**The upper bound.** A decoration s of N sites with m atoms satisfies K(s) < C(N,m). For N = 0 the only decoration is empty, and 0 < C(0,0) = 1. Now assume the bound for N sites and take N+1 sites, the highest of which is labelled N. If site N is empty, then K(s) < C(N,m) ≤ C(N+1,m). If it is occupied, write s = t ∪ {N}, where t has m atoms on the lower N sites and s has m+1. Pascal's rule gives

K(s) = K(t) + C(N,m+1) < C(N,m) + C(N,m+1) = C(N+1,m+1).

**No gaps and no repeats.** Again use induction on N. With no atoms there is one decoration, with index 0. With no sites and at least one atom there are no decorations, and C(0,m) = 0 integers to fill. For m+1 atoms on N+1 sites, the decorations fall into two blocks:

- Site N empty: by the induction hypothesis, the indices are 0, …, C(N,m+1) − 1, each once.
- Site N occupied: the indices of m atoms on N sites, each once, are shifted up by C(N,m+1). They fill C(N,m+1), …, C(N+1,m+1) − 1.

The blocks are adjacent and disjoint, which proves the claim. They also show how to decode an index k: if k < C(N,m+1), leave site N empty; otherwise occupy it, subtract C(N,m+1), and continue downwards with one atom fewer.

## Decoding index 7 for three atoms on five sites

There are C(5,3) = 10 decorations, so the indices run from 0 to 9. For k = 7:

- Site 4: C(4,3) = 4 ≤ 7, so it is occupied, leaving index 3 and two atoms.
- Site 3: C(3,2) = 3 ≤ 3, so it is occupied, leaving index 0 and one atom.
- Site 2: C(2,1) = 2 > 0, so it is empty.
- Site 1: C(1,1) = 1 > 0, so it is empty.
- Site 0: C(0,1) = 0 ≤ 0, so it is occupied.

The decoration is {0,3,4}, and encoding it returns the index:

C(0,1) + C(3,2) + C(4,3) = 0 + 3 + 4 = 7.

## Order and sums over configurations

Suppose s and t have equal composition, and n is the highest site where they differ, occupied in t. Above n they have the same atoms with the same ranks, so those terms cancel. Let r be the number of atoms left in each. In s these lie below n and contribute less than C(n,r), by the upper bound. In t the atom on n has rank r and alone contributes C(n,r). Therefore K(s) < K(t).

Because the numbering is a bijection, a sum over decorations can be written as a sum over integers:

Σ_s f(s) = Σ_k f(decoration with index k), with k from 0 to C(N,m) − 1.

Taking f(s) = exp(−βE(s)), with E the configurational energy and β the inverse temperature, gives the configurational partition function at fixed composition. For a finite binary lattice, an exhaustive cluster-expansion calculation can thus loop over integers or store energies in a plain array, though symmetry-equivalent decorations are still counted separately.

## Decorations as finite sets in Lean

A decoration is a `Finset ℕ` of occupied site labels; every other site holds the host species. `decorations N m` collects the m-element subsets of `range N`, which is {0, …, N−1}. `siteRank` is the rank, `decorationIndex` is K, and `decorationAt N m k` is the decoder.

The main theorem, `index_bijOn`, says that for all natural numbers N and m, `decorationIndex` is a bijection from `decorations N m` onto `Set.Iio (N.choose m)`, the naturals below C(N,m). When m > N, both sets are empty. `index_of_increasing` connects this to the sorted formula: `c : Fin m → ℕ` with `StrictMono c` lists the occupied sites in increasing order, and `i` starts at zero, hence the `+ 1` in the lower entry of the binomial.

`index_lt_of_highest_difference` states the ordering rule. `sum_over_decorations` states the change of summation variable for any real-valued `f`, so no particular energy model is assumed. The site labels carry no geometry, and the statements concern one solute species on finitely many sites.

```lean
import Mathlib

open Finset

namespace FixedCompositionEnumeration

/-- The fixed-composition decorations: all choices of `m` solute sites among the sites
`0, ..., N - 1`. -/
def decorations (N m : ℕ) : Finset (Finset ℕ) := (range N).powersetCard m

/-- The rank of site `c` in the decoration `s`: the number of solute atoms on sites up to and
including `c`. -/
def siteRank (s : Finset ℕ) (c : ℕ) : ℕ := (s.filter (· ≤ c)).card

/-- The index of a decoration: the sum over its solute sites of the binomial coefficient
"site label choose rank". -/
def decorationIndex (s : Finset ℕ) : ℕ := ∑ c ∈ s, c.choose (siteRank s c)

/-- The decoder: it runs from the highest site down and places an atom whenever the remaining
index is too large for the lower sites to hold all remaining atoms. -/
def decorationAt : ℕ → ℕ → ℕ → Finset ℕ
  | 0, _, _ => ∅
  | _ + 1, 0, _ => ∅
  | N + 1, m + 1, k =>
    if k < N.choose (m + 1) then decorationAt N (m + 1) k
    else insert N (decorationAt N m (k - N.choose (m + 1)))

lemma mem_decorations {N m : ℕ} {s : Finset ℕ} :
    s ∈ decorations N m ↔ s ⊆ range N ∧ s.card = m := mem_powersetCard

lemma top_notMem {n : ℕ} {s : Finset ℕ} (hs : s ⊆ range n) : n ∉ s :=
  fun h => absurd (mem_range.1 (hs h)) (lt_irrefl n)

/-- On `N + 1` sites, either the highest site is empty or it carries an atom added to a
decoration of the lower `N` sites. -/
lemma highest_site_cases {N : ℕ} {s : Finset ℕ} (hs : s ⊆ range (N + 1)) :
    s ⊆ range N ∨ ∃ t, t ⊆ range N ∧ s = insert N t := by
  by_cases h : N ∈ s
  · refine Or.inr ⟨s.erase N, fun x hx => ?_, (insert_erase h).symm⟩
    have h1 := mem_range.1 (hs (mem_of_mem_erase hx))
    have h2 := ne_of_mem_erase hx
    exact mem_range.2 (by omega)
  · refine Or.inl fun x hx => ?_
    have h1 := mem_range.1 (hs hx)
    have h2 : x ≠ N := fun e => h (e ▸ hx)
    exact mem_range.2 (by omega)

/-- For solute sites listed in increasing order, the index is the sum of `choose (c_i) i`, with
`i` counted from one. -/
theorem index_of_increasing {m : ℕ} (c : Fin m → ℕ) (hc : StrictMono c) :
    decorationIndex (univ.image c) = ∑ i : Fin m, (c i).choose ((i : ℕ) + 1) := by
  unfold decorationIndex
  rw [sum_image hc.injective.injOn]
  refine sum_congr rfl fun i _ => ?_
  -- the atoms up to `c i` are exactly `c 0, ..., c i`
  have e : (univ.image c).filter (· ≤ c i) = (Finset.Iic i).image c := by
    ext x
    simp only [mem_filter, mem_image, mem_univ, true_and, Finset.mem_Iic]
    constructor
    · rintro ⟨⟨j, rfl⟩, h⟩
      exact ⟨j, le_of_not_gt fun hlt => absurd (hc hlt) (not_lt_of_ge h), rfl⟩
    · rintro ⟨j, h, rfl⟩
      exact ⟨⟨j, rfl⟩, hc.monotone h⟩
  have r : siteRank (univ.image c) (c i) = (i : ℕ) + 1 := by
    unfold siteRank
    rw [e, card_image_of_injective _ hc.injective, Fin.card_Iic]
  rw [r]

/-- Adding an atom on a site `n` above all others raises the index by `n` choose the new number
of atoms. -/
theorem index_insert {n : ℕ} {s : Finset ℕ} (hs : s ⊆ range n) :
    decorationIndex (insert n s) = decorationIndex s + n.choose (s.card + 1) := by
  have hn := top_notMem hs
  have h1 : siteRank (insert n s) n = s.card + 1 := by
    unfold siteRank
    rw [filter_true_of_mem, card_insert_of_notMem hn]
    intro x hx
    rcases mem_insert.1 hx with h | h
    · exact h.le
    · exact (mem_range.1 (hs h)).le
  -- the ranks of the lower atoms are unchanged
  have h2 : ∀ c ∈ s, siteRank (insert n s) c = siteRank s c := by
    intro c hc
    unfold siteRank
    rw [filter_insert, if_neg (not_le_of_gt (mem_range.1 (hs hc)))]
  have h3 : ∑ c ∈ s, c.choose (siteRank (insert n s) c) = ∑ c ∈ s, c.choose (siteRank s c) :=
    sum_congr rfl fun c hc => by rw [h2 c hc]
  unfold decorationIndex
  rw [sum_insert hn, h1, h3]
  exact add_comm _ _

/-- The index of a decoration of `N` sites is smaller than the number of decorations with the
same composition. -/
theorem index_lt (N : ℕ) : ∀ s : Finset ℕ, s ⊆ range N →
    decorationIndex s < N.choose s.card := by
  induction N with
  | zero =>
    intro s hs
    have h : s = ∅ := by simpa using hs
    subst h
    simp [decorationIndex]
  | succ N ih =>
    intro s hs
    rcases highest_site_cases hs with h | ⟨t, ht, rfl⟩
    · exact (ih s h).trans_le (Nat.choose_le_choose _ (Nat.le_succ N))
    · -- Pascal's rule
      rw [index_insert ht, card_insert_of_notMem (top_notMem ht), Nat.choose_succ_succ']
      have := ih t ht
      omega

/-- For every integer `k` below `choose N m`, the decoder returns a decoration of `N` sites with
`m` atoms whose index is `k`. -/
theorem decorationAt_spec (N : ℕ) : ∀ m k : ℕ, k < N.choose m →
    decorationAt N m k ⊆ range N ∧ (decorationAt N m k).card = m ∧
      decorationIndex (decorationAt N m k) = k := by
  induction N with
  | zero =>
    intro m k h
    cases m with
    | zero =>
      have hk : k = 0 := by simpa using h
      subst hk
      simp [decorationAt, decorationIndex]
    | succ m => simp at h
  | succ N ih =>
    intro m k h
    cases m with
    | zero =>
      have hk : k = 0 := by simpa using h
      subst hk
      simp [decorationAt, decorationIndex]
    | succ m =>
      rw [Nat.choose_succ_succ'] at h
      by_cases hk : k < N.choose (m + 1)
      · obtain ⟨h1, h2, h3⟩ := ih (m + 1) k hk
        rw [decorationAt, if_pos hk]
        exact ⟨h1.trans (range_mono (Nat.le_succ N)), h2, h3⟩
      · obtain ⟨h1, h2, h3⟩ := ih m (k - N.choose (m + 1)) (by omega)
        rw [decorationAt, if_neg hk]
        refine ⟨insert_subset (mem_range.2 (Nat.lt_succ_self N))
          (h1.trans (range_mono (Nat.le_succ N))), ?_, ?_⟩
        · rw [card_insert_of_notMem (top_notMem h1), h2]
        · rw [index_insert h1, h2, h3]
          omega

/-- Decoding the index of a decoration gives back that decoration. -/
theorem decorationAt_index (N : ℕ) : ∀ s : Finset ℕ, s ⊆ range N →
    decorationAt N s.card (decorationIndex s) = s := by
  induction N with
  | zero =>
    intro s hs
    have h : s = ∅ := by simpa using hs
    subst h
    simp [decorationAt]
  | succ N ih =>
    intro s hs
    rcases highest_site_cases hs with h | ⟨t, ht, rfl⟩
    · rcases s.eq_empty_or_nonempty with rfl | hne
      · simp [decorationAt]
      · obtain ⟨m, hm⟩ := Nat.exists_eq_succ_of_ne_zero hne.card_pos.ne'
        have lt := index_lt N s h
        have e := ih s h
        rw [hm] at lt e ⊢
        rw [decorationAt, if_pos lt]
        exact e
    · have hk : ¬ (decorationIndex t + N.choose (t.card + 1) < N.choose (t.card + 1)) := by
        omega
      rw [card_insert_of_notMem (top_notMem ht), index_insert ht, decorationAt, if_neg hk,
        Nat.add_sub_cancel, ih t ht]

/-- The index is a bijection from the decorations of `N` sites with `m` solute atoms onto the
integers `0, ..., choose N m - 1`. -/
theorem index_bijOn (N m : ℕ) :
    Set.BijOn decorationIndex (decorations N m : Set (Finset ℕ)) (Set.Iio (N.choose m)) := by
  refine ⟨fun s hs => ?_, fun s hs t ht hst => ?_, fun k hk => ?_⟩
  · obtain ⟨h1, h2⟩ := mem_decorations.1 (mem_coe.1 hs)
    have h := index_lt N s h1
    rw [h2] at h
    exact h
  · obtain ⟨h1, h2⟩ := mem_decorations.1 (mem_coe.1 hs)
    obtain ⟨h3, h4⟩ := mem_decorations.1 (mem_coe.1 ht)
    have e1 := decorationAt_index N s h1
    have e2 := decorationAt_index N t h3
    rw [h2, hst] at e1
    rw [h4] at e2
    exact e1.symm.trans e2
  · obtain ⟨h1, h2, h3⟩ := decorationAt_spec N m k hk
    exact ⟨decorationAt N m k, mem_coe.2 (mem_decorations.2 ⟨h1, h2⟩), h3⟩

/-- Of two decorations with equal composition, the one that has an atom on the highest site where
they differ has the larger index. -/
theorem index_lt_of_highest_difference (N : ℕ) : ∀ s t : Finset ℕ, s ⊆ range N → t ⊆ range N →
    s.card = t.card → ∀ n ∈ t, n ∉ s → (∀ j, n < j → (j ∈ s ↔ j ∈ t)) →
    decorationIndex s < decorationIndex t := by
  induction N with
  | zero =>
    intro s t _ ht _ n hn _ _
    exact absurd (mem_range.1 (ht hn)) (Nat.not_lt_zero n)
  | succ N ih =>
    intro s t hs ht hcard n hnt hns hag
    rcases highest_site_cases hs with h | ⟨s', h, rfl⟩ <;>
      rcases highest_site_cases ht with h' | ⟨t', h', rfl⟩
    · exact ih s t h h' hcard n hnt hns hag
    · -- only `t` occupies the highest site
      have b := index_lt N s h
      rw [hcard, card_insert_of_notMem (top_notMem h')] at b
      rw [index_insert h']
      omega
    · exact absurd ((hag N (mem_range.1 (h' hnt))).1 (mem_insert_self N s')) (top_notMem h')
    · -- both occupy it: compare the lower sites
      have hc : s'.card = t'.card := by
        rw [card_insert_of_notMem (top_notMem h), card_insert_of_notMem (top_notMem h')] at hcard
        omega
      have hnN : n ≠ N := fun e => hns (mem_insert.2 (Or.inl e))
      have key := ih s' t' h h' hc n ((mem_insert.1 hnt).resolve_left hnN)
        (fun hn => hns (mem_insert_of_mem hn)) (fun j hj => by
          by_cases e : j = N
          · rw [e]
            exact iff_of_false (top_notMem h) (top_notMem h')
          · have := hag j hj
            simpa only [mem_insert, e, false_or] using this)
      rw [index_insert h, index_insert h', hc]
      omega

/-- The sum of a configurational quantity `f` over all decorations of fixed composition equals
the sum of `f` over the decoded integers `0, ..., choose N m - 1`. -/
theorem sum_over_decorations (N m : ℕ) (f : Finset ℕ → ℝ) :
    ∑ s ∈ decorations N m, f s = ∑ k ∈ range (N.choose m), f (decorationAt N m k) := by
  have inv : ∀ s ∈ decorations N m, decorationAt N m (decorationIndex s) = s := by
    intro s hs
    obtain ⟨h1, h2⟩ := mem_decorations.1 hs
    have e := decorationAt_index N s h1
    rwa [h2] at e
  refine sum_nbij' decorationIndex (decorationAt N m) ?_ ?_ inv ?_ ?_
  · intro s hs
    exact mem_range.2 ((index_bijOn N m).mapsTo (mem_coe.2 hs))
  · intro k hk
    obtain ⟨h1, h2, _⟩ := decorationAt_spec N m k (mem_range.1 hk)
    exact mem_decorations.2 ⟨h1, h2⟩
  · intro k hk
    exact (decorationAt_spec N m k (mem_range.1 hk)).2.2
  · intro s hs
    rw [inv s hs]

end FixedCompositionEnumeration
```

```lean
#print axioms FixedCompositionEnumeration.index_of_increasing
-- 'FixedCompositionEnumeration.index_of_increasing' depends on axioms: [propext, Classical.choice, Quot.sound]
#print axioms FixedCompositionEnumeration.index_lt_of_highest_difference
-- 'FixedCompositionEnumeration.index_lt_of_highest_difference' depends on axioms: [propext, Classical.choice, Quot.sound]
#print axioms FixedCompositionEnumeration.sum_over_decorations
-- 'FixedCompositionEnumeration.sum_over_decorations' depends on axioms: [propext, Classical.choice, Quot.sound]
```

## How the Lean proof follows the highest site

`highest_site_cases` supplies the split used throughout: either a decoration of N+1 sites already lives on the lower N, or it is `insert N t` with `t` on those lower sites. `index_insert` is the step of adding an atom on top. It computes the new atom's rank, shows that the lower ranks are unchanged, and separates the new term from the sum.

`index_lt` is the upper bound, by induction on N. In the occupied case, `Nat.choose_succ_succ'` is Pascal's rule and `omega` finishes the integer inequality.

The block argument is divided between two theorems about the decoder. `decorationAt_spec` shows that every k below C(N,m) decodes to a decoration with m atoms and index k; its `by_cases` on `k < N.choose (m + 1)` chooses the block. `decorationAt_index` shows that decoding the index of a decoration returns that decoration. If the highest site is empty, `index_lt` guarantees that the decoder leaves it empty; if it is occupied, the added binomial forces the decoder to fill it and is then subtracted.

`index_bijOn` assembles the three parts of a bijection. The bound puts every index in the target set, equal indices decode to the same decoration, and `decorationAt_spec` provides a decoration for each integer.

For the ordering rule, the hand argument cancels all the common upper atoms at once, whereas Lean removes the highest site one step at a time. If only `t` occupies it, `index_lt` settles the comparison. If only `s` does, the assumed agreement above `n` is violated. If both or neither do, the induction hypothesis applies to the lower sites. Finally, `sum_over_decorations` passes the index and the decoder, as mutually inverse maps, to `sum_nbij'`.
